# The Levich surface gradient and limiting current at a rotating disk, for quadratic near-disk flow

A limiting current measured at a rotating disk electrode can't be converted into a diffusion coefficient until the concentration gradient at the disk is known. Writing that gradient as bulk concentration divided by a layer thickness only moves the unknown into the thickness. If the axial flow is taken as a known quadratic function of the distance from the disk, the transport equation and the concentrations at the disk and in the bulk give both as functions of the diffusion coefficient, and the measured current can then be solved for it.

```lean
import Mathlib

open Real Set Filter Topology MeasureTheory

namespace RotatingDiskElectrode

noncomputable section
```

## Transport towards the disk

Let $y\ge 0$ be the distance from the disk, $c(y)$ the reactant concentration and $D$ its diffusion coefficient. Near the disk, the liquid approaches with axial velocity $-v y^2$. Here $v$ is a flow coefficient with units of 1/(length × time), not a velocity. In the steady state convection balances diffusion, $-v y^2c'=Dc''$, so

$$D c'' + v y^2 c' = 0 .$$

The structure below states this for a concentration `c` and its gradient `g`.

```lean
/-- The concentration `c` with gradient `g` solves the steady convective diffusion equation
`D c'' + v y² c' = 0` on `y ≥ 0`, with one-sided derivatives at the disk `y = 0`. -/
structure SteadyProfile (D v : ℝ) (c g : ℝ → ℝ) : Prop where
  gradient : ∀ y, 0 ≤ y → HasDerivWithinAt c (g y) (Ici 0) y
  balance : ∀ y, 0 ≤ y → ∃ s, HasDerivWithinAt g s (Ici 0) y ∧ D * s + v * y ^ 2 * g y = 0
```

`Ici 0` is the half-line $[0,\infty)$. The derivatives are one-sided at the disk and ordinary for $y>0$. The number `s` is $c''(y)$, and no formula for `g` is assumed.

The model leaves out migration, reactions in solution and radial variation of $c$. It also assumes the velocity $-vy^2$ at every distance, whereas the true axial velocity has this form only close to the disk. That is a good approximation when the diffusion layer is much thinner than the hydrodynamic one.

The quantity to be found is the surface gradient per unit concentration difference,

$$\Lambda=\frac{(v/(3D))^{1/3}}{\Gamma(4/3)} .$$

Its reciprocal is the diffusion-layer thickness.

```lean
/-- The Levich factor `(v/(3D))^(1/3) / Γ(4/3)`, for `D > 0` and `v > 0`. -/
def levichFactor (D v : ℝ) : ℝ := (v / (3 * D)) ^ (1 / 3 : ℝ) / Real.Gamma (4 / 3)
```

## Decay of the gradient

Set $k=v/(3D)$. The integrating factor is $e^{ky^3}$, whose derivative is $3ky^2e^{ky^3}$.

```lean
/-- The derivative of `exp (k y³)` is `3 k y² exp (k y³)`. -/
theorem hasDerivAt_exp_cubic (k x : ℝ) :
    HasDerivAt (fun t : ℝ => Real.exp (k * t ^ 3))
      (Real.exp (k * x ^ 3) * (k * (3 * x ^ 2))) x :=
  (((hasDerivAt_pow 3 x).const_mul k).exp).congr_deriv (by norm_num)
```

With $g=c'$, the transport equation reads $g'=-(v/D)y^2g=-3ky^2g$. Hence

$$\left(g\,e^{ky^3}\right)'=(g'+3ky^2g)\,e^{ky^3}=0,\qquad g(y)=g(0)\,e^{-ky^3}.$$

```lean
/-- For `D ≠ 0`, the gradient of a steady profile at distance `y ≥ 0` from the disk is its
surface value times `exp (-v y³/(3D))`. -/
theorem gradient_decay {D v : ℝ} {c g : ℝ → ℝ} (hD : D ≠ 0) (h : SteadyProfile D v c g)
    {y : ℝ} (hy : 0 ≤ y) : g y = g 0 * Real.exp (-(v / (3 * D)) * y ^ 3) := by
  -- the gradient times the integrating factor has zero derivative
  have hF : ∀ x, 0 ≤ x → HasDerivWithinAt
      (fun t => g t * Real.exp (v / (3 * D) * t ^ 3)) 0 (Ici 0) x := by
    intro x hx
    obtain ⟨s, hs, hode⟩ := h.balance x hx
    have hs' : s = -(v / D) * x ^ 2 * g x := by
      field_simp
      linear_combination hode
    refine (hs.mul (hasDerivAt_exp_cubic (v / (3 * D)) x).hasDerivWithinAt).congr_deriv ?_
    rw [hs']
    ring
  have hc : g y * Real.exp (v / (3 * D) * y ^ 3) = g 0 * Real.exp (v / (3 * D) * 0 ^ 3) :=
    constant_of_has_deriv_right_zero (f := fun t => g t * Real.exp (v / (3 * D) * t ^ 3))
      (fun x hx => (hF x hx.1).continuousWithinAt.mono Icc_subset_Ici_self)
      (fun x hx => (hF x hx.1).mono (Ici_subset_Ici.2 hx.1)) y ⟨hy, le_rfl⟩
  have h0 : Real.exp (v / (3 * D) * 0 ^ 3) = 1 := by simp
  have hE : Real.exp (-(v / (3 * D)) * y ^ 3) * Real.exp (v / (3 * D) * y ^ 3) = 1 := by
    rw [← Real.exp_add, neg_mul, neg_add_cancel, Real.exp_zero]
  rw [h0] at hc
  linear_combination Real.exp (-(v / (3 * D)) * y ^ 3) * hc - g y * hE
```

In the proof, `hs'` solves the balance for $g'$, and `hF` is the product rule. A function that is continuous on $[0,y]$ with zero right derivative is constant there, which gives `hc`. The last line multiplies by $e^{-ky^3}$.

## The integral across the layer

For $k>0$, the substitution $u=ky^3$ gives

$$\int_0^\infty e^{-ky^3}dy=\frac{1}{3k^{1/3}}\int_0^\infty u^{-2/3}e^{-u}du=\frac{\Gamma(1/3)}{3k^{1/3}}=\frac{\Gamma(4/3)}{k^{1/3}} .$$

```lean
/-- For `k > 0`, the integral of `exp (-k y³)` over the half-line is `Γ(4/3) / k^(1/3)`. -/
theorem layer_integral {k : ℝ} (hk : 0 < k) :
    ∫ y in Ioi (0 : ℝ), Real.exp (-k * y ^ 3) = Real.Gamma (4 / 3) / k ^ (1 / 3 : ℝ) := by
  have h := integral_exp_neg_mul_rpow (p := 3) (b := k) (by norm_num) hk
  simp only [Real.rpow_ofNat] at h
  rw [h, show (-1 / 3 : ℝ) = -(1 / 3) by norm_num, Real.rpow_neg hk.le,
    show (1 / 3 + 1 : ℝ) = 4 / 3 by norm_num]
  ring
```

Mathlib supplies the integral for a general power, and the proof sets that power to 3.

The integral converges because $e^{-ky^3}\le e^{-ky}$ for $y\ge1$. Lean takes a shorter route: it assigns the value 0 to the integral of a non-integrable function, and the value just found is positive.

```lean
/-- For `k > 0`, the function `exp (-k y³)` is integrable on the half-line. -/
theorem layer_integrable {k : ℝ} (hk : 0 < k) :
    IntegrableOn (fun y : ℝ => Real.exp (-k * y ^ 3)) (Ioi 0) := by
  by_contra h
  have h0 : ∫ y in Ioi (0 : ℝ), Real.exp (-k * y ^ 3) = 0 := integral_undef h
  rw [layer_integral hk] at h0
  exact (div_pos (Real.Gamma_pos_of_pos (by norm_num)) (Real.rpow_pos_of_pos hk _)).ne' h0
```

With $k=v/(3D)$, the integral is therefore $1/\Lambda$.

```lean
/-- For `D, v > 0`, the Levich factor is the reciprocal of the integral of
`exp (-v y³/(3D))` over the half-line. -/
theorem levichFactor_mul_integral {D v : ℝ} (hD : 0 < D) (hv : 0 < v) :
    levichFactor D v * ∫ y in Ioi (0 : ℝ), Real.exp (-(v / (3 * D)) * y ^ 3) = 1 := by
  have hk : 0 < v / (3 * D) := by positivity
  have hG : Real.Gamma (4 / 3) ≠ 0 := (Real.Gamma_pos_of_pos (by norm_num)).ne'
  have hR : (v / (3 * D)) ^ (1 / 3 : ℝ) ≠ 0 := (Real.rpow_pos_of_pos hk _).ne'
  rw [layer_integral hk, levichFactor, div_mul_div_comm, mul_comm (Real.Gamma _)]
  exact div_self (mul_ne_zero hR hG)
```

## From the disk to the bulk

Let $c$ tend to $c_b$ far from the disk. Integrating the gradient over the half-line gives

$$c_b-c(0)=g(0)\int_0^\infty e^{-ky^3}dy=\frac{g(0)}{\Lambda},\qquad g(0)=(c_b-c(0))\,\Lambda .$$

```lean
/-- For `D, v > 0`, a steady profile with bulk concentration `cb` has surface gradient
`(cb - c(0)) (v/(3D))^(1/3) / Γ(4/3)`. -/
theorem surface_gradient {D v cb : ℝ} {c g : ℝ → ℝ} (hD : 0 < D) (hv : 0 < v)
    (h : SteadyProfile D v c g) (hb : Tendsto c atTop (𝓝 cb)) :
    g 0 = (cb - c 0) * levichFactor D v := by
  have hk : 0 < v / (3 * D) := by positivity
  have hd : ∀ y ∈ Ioi (0 : ℝ),
      HasDerivAt c (g 0 * Real.exp (-(v / (3 * D)) * y ^ 3)) y := by
    intro y hy
    have hy' : 0 < y := hy
    exact ((h.gradient y hy'.le).hasDerivAt (Ici_mem_nhds hy')).congr_deriv
      (gradient_decay hD.ne' h hy'.le)
  -- integrate the gradient from the disk to the bulk
  have hI := integral_Ioi_of_hasDerivAt_of_tendsto
    (h.gradient 0 le_rfl).continuousWithinAt hd
    (Integrable.const_mul (layer_integrable hk) (g 0)) hb
  rw [integral_const_mul] at hI
  linear_combination levichFactor D v * hI - g 0 * levichFactor_mul_integral hD hv
```

The hypothesis `hb` is the bulk limit. The fundamental theorem of calculus on $[0,\infty)$ gives `hI`, and the final line multiplies it by $\Lambda$.

At the limiting current the electrode reaction is fast enough to keep the reactant concentration at the disk negligible compared with the bulk value, which is modelled by $c(0)=0$. Measuring concentration in units of the bulk value sets $c_b=1$, and the surface gradient is $\Lambda$ itself.

```lean
/-- For `D, v > 0`, a steady profile that vanishes at the disk and tends to 1 in the bulk has
surface gradient `(v/(3D))^(1/3) / Γ(4/3)`. -/
theorem limiting_surface_gradient {D v : ℝ} {c g : ℝ → ℝ} (hD : 0 < D) (hv : 0 < v)
    (h : SteadyProfile D v c g) (h0 : c 0 = 0) (h1 : Tendsto c atTop (𝓝 1)) :
    g 0 = (v / (3 * D)) ^ (1 / 3 : ℝ) / Real.Gamma (4 / 3) := by
  rw [surface_gradient hD hv h h1, h0, sub_zero, one_mul, levichFactor]
```

## A profile for any surface and bulk concentration

Integrating the gradient only as far as $y$ suggests the full profile, with surface value $c_s$:

$$c(y)=c_s+(c_b-c_s)\,\Lambda\int_0^y e^{-kt^3}dt .$$

```lean
/-- The explicit profile with surface concentration `cs` and bulk concentration `cb`,
for `D > 0` and `v > 0`. -/
def levichProfile (D v cs cb y : ℝ) : ℝ :=
  cs + (cb - cs) * levichFactor D v * ∫ t in (0 : ℝ)..y, Real.exp (-(v / (3 * D)) * t ^ 3)
```

Its derivative is $(c_b-c_s)\Lambda e^{-ky^3}$, and one more differentiation gives $c''=-3ky^2c'=-(v/D)y^2c'$, which is the transport equation. At $y=0$ the integral vanishes and $c=c_s$. As $y\to\infty$ the integral tends to $1/\Lambda$ and $c\to c_b$.

```lean
/-- For `D, v > 0`, the explicit profile solves the convective diffusion equation and takes
the prescribed surface and bulk concentrations. -/
theorem levichProfile_witness {D v : ℝ} (cs cb : ℝ) (hD : 0 < D) (hv : 0 < v) :
    SteadyProfile D v (levichProfile D v cs cb)
      (fun y => (cb - cs) * levichFactor D v * Real.exp (-(v / (3 * D)) * y ^ 3)) ∧
    levichProfile D v cs cb 0 = cs ∧
    Tendsto (levichProfile D v cs cb) atTop (𝓝 cb) := by
  have hk : 0 < v / (3 * D) := by positivity
  refine ⟨⟨fun y _ => ?_, fun y _ => ?_⟩, by simp [levichProfile], ?_⟩
  · have hcont : Continuous (fun t : ℝ => Real.exp (-(v / (3 * D)) * t ^ 3)) := by fun_prop
    exact (((hcont.integral_hasStrictDerivAt 0 y).hasDerivAt.const_mul
      ((cb - cs) * levichFactor D v)).const_add cs).hasDerivWithinAt
  · have hDk : D * (v / (3 * D)) = v / 3 := by field_simp
    have hode : D * ((cb - cs) * levichFactor D v * (Real.exp (-(v / (3 * D)) * y ^ 3) *
        (-(v / (3 * D)) * (3 * y ^ 2)))) + v * y ^ 2 *
        ((cb - cs) * levichFactor D v * Real.exp (-(v / (3 * D)) * y ^ 3)) = 0 := by
      linear_combination (-3 * y ^ 2 * ((cb - cs) * levichFactor D v *
        Real.exp (-(v / (3 * D)) * y ^ 3))) * hDk
    exact ⟨_, ((hasDerivAt_exp_cubic (-(v / (3 * D))) y).const_mul
      ((cb - cs) * levichFactor D v)).hasDerivWithinAt, hode⟩
  · have hlim := ((intervalIntegral_tendsto_integral_Ioi 0 (layer_integrable hk)
      tendsto_id).const_mul ((cb - cs) * levichFactor D v)).const_add cs
    have hval : cs + (cb - cs) * levichFactor D v *
        ∫ y in Ioi (0 : ℝ), Real.exp (-(v / (3 * D)) * y ^ 3) = cb := by
      linear_combination (cb - cs) * levichFactor_mul_integral hD hv
    rw [hval] at hlim
    exact hlim
```

So steady profiles exist for every choice of the two concentrations. The proof checks the derivative, the balance, the surface value and the bulk limit in that order.

## The limiting current

For a disk rotating at angular frequency $\omega$ in a liquid of kinematic viscosity $\nu$, the flow coefficient is $v=a\,\omega^{3/2}\nu^{-1/2}$. The number $a$ stands for the solution of the fluid-flow problem, about 0.510 for laminar flow over an infinite disk. The theorem takes this form of $v$ as given and allows any $a>0$.

With $n$ electrons per reactant, Faraday constant $F$ and disk area $A$, the current is $nFAD\,c'(0)$, counted positive when reactant is consumed. Setting $c(0)=0$ and collecting powers,

$$D\left(\frac{a\,\omega^{3/2}\nu^{-1/2}}{3D}\right)^{1/3}=\left(\frac a3\right)^{1/3}D^{2/3}\omega^{1/2}\nu^{-1/6},$$

$$nFAD\,c'(0)=\frac{(a/3)^{1/3}}{\Gamma(4/3)}\,nFA\,D^{2/3}\omega^{1/2}\nu^{-1/6}c_b .$$

```lean
/-- Levich equation: for `D, a, ω, ν > 0` and `v = a ω^(3/2) ν^(-1/2)`, a steady profile with
`c(0) = 0` and bulk value `cb` gives the current `n F A D c'(0)` as
`(a/3)^(1/3)/Γ(4/3) · n F A D^(2/3) ω^(1/2) ν^(-1/6) cb`. -/
theorem levich_equation {D a ω ν cb : ℝ} {c g : ℝ → ℝ} (n F A : ℝ)
    (hD : 0 < D) (ha : 0 < a) (hω : 0 < ω) (hν : 0 < ν)
    (h : SteadyProfile D (a * ω ^ (3 / 2 : ℝ) * ν ^ (-1 / 2 : ℝ)) c g)
    (h0 : c 0 = 0) (hb : Tendsto c atTop (𝓝 cb)) :
    n * F * A * D * g 0 = (a / 3) ^ (1 / 3 : ℝ) / Real.Gamma (4 / 3) *
      (n * F * A * D ^ (2 / 3 : ℝ) * ω ^ (1 / 2 : ℝ) * ν ^ (-1 / 6 : ℝ) * cb) := by
  have ha3 : 0 < a / 3 := by positivity
  have hW : 0 < ω ^ (3 / 2 : ℝ) := Real.rpow_pos_of_pos hω _
  have hN : 0 < ν ^ (-1 / 2 : ℝ) := Real.rpow_pos_of_pos hν _
  have hDi : 0 < D ^ (-1 : ℝ) := Real.rpow_pos_of_pos hD _
  have hDD : D * D ^ (-1 * (1 / 3) : ℝ) = D ^ (2 / 3 : ℝ) := by
    have h2 := Real.rpow_add hD 1 (-1 * (1 / 3))
    rw [Real.rpow_one] at h2
    rw [← h2]
    norm_num
  -- collect the powers of the transport parameters
  have key : D * (a * ω ^ (3 / 2 : ℝ) * ν ^ (-1 / 2 : ℝ) / (3 * D)) ^ (1 / 3 : ℝ) =
      (a / 3) ^ (1 / 3 : ℝ) * D ^ (2 / 3 : ℝ) * ω ^ (1 / 2 : ℝ) * ν ^ (-1 / 6 : ℝ) := by
    have e : a * ω ^ (3 / 2 : ℝ) * ν ^ (-1 / 2 : ℝ) / (3 * D) =
        a / 3 * ω ^ (3 / 2 : ℝ) * ν ^ (-1 / 2 : ℝ) * D ^ (-1 : ℝ) := by
      rw [Real.rpow_neg_one]
      ring
    rw [e, Real.mul_rpow (mul_pos (mul_pos ha3 hW) hN).le hDi.le,
      Real.mul_rpow (mul_pos ha3 hW).le hN.le, Real.mul_rpow ha3.le hW.le,
      ← Real.rpow_mul hω.le, ← Real.rpow_mul hν.le, ← Real.rpow_mul hD.le,
      show (3 / 2 * (1 / 3) : ℝ) = 1 / 2 by norm_num,
      show (-1 / 2 * (1 / 3) : ℝ) = -1 / 6 by norm_num]
    linear_combination
      ((a / 3) ^ (1 / 3 : ℝ) * ω ^ (1 / 2 : ℝ) * ν ^ (-1 / 6 : ℝ)) * hDD
  rw [surface_gradient hD (mul_pos (mul_pos ha hW) hN) h hb, h0, levichFactor]
  linear_combination (n * F * A * cb / Real.Gamma (4 / 3)) * key

end

end RotatingDiskElectrode
```

The step `key` is the first of these two equations, and the closing lines insert it into the surface gradient.

```lean
#print axioms RotatingDiskElectrode.limiting_surface_gradient
#print axioms RotatingDiskElectrode.levich_equation
```

```
'RotatingDiskElectrode.limiting_surface_gradient' depends on axioms: [propext, Classical.choice, Quot.sound]
'RotatingDiskElectrode.levich_equation' depends on axioms: [propext, Classical.choice, Quot.sound]
```

## Diffusion coefficients from a slope, and a flow that slips

With $a=0.510$ the prefactor is 0.620, for $\omega$ in radians per unit time. A plot of limiting current against $\omega^{1/2}$ is then a straight line through the origin with slope $B=0.620\,nFA\,D^{2/3}\nu^{-1/6}c_b$, and

$$D=\left(\frac{B\,\nu^{1/6}}{0.620\,nFA\,c_b}\right)^{3/2}.$$

In simulations of steady voltammograms, $D\Lambda$ serves as the mass-transfer coefficient of the disk, within this one-dimensional model without migration.

The same argument, here carried out only in prose, treats a stream driven from outside towards a surface along which it slips freely, with the axial velocity taken as $-wy$, where $w>0$. Rotating the surface could not drive this flow, because a freely slipping surface doesn't drag the liquid along. The gradient then decays as $e^{-wy^2/(2D)}$, the integral is Gaussian, and $c'(0)=(c_b-c(0))\sqrt{2w/(\pi D)}$.
